# At long wavelength, one plasmon frequency of a pressureless electron bilayer goes as $\sqrt q$ and the other as $q$

Each layer is modelled as a charged fluid that responds only to the instantaneous Coulomb field: pressure, exchange–correlation, damping, retardation and tunnelling between the layers are left out. The layers are infinitely thin, have equilibrium densities $n_1,n_2>0$ and lie a distance $d>0$ apart in vacuum. Units are atomic, with unit electron mass.

Let $v_0,v_1$ be the density amplitudes at in-plane wavevector $q>0$ and frequency $\omega$. For small oscillations about the uniform densities at rest, the linearised continuity equation and Newton's law give $\omega^2v_i=q^2n_{i+1}\phi_i$, where $\phi_i$ is the potential energy in layer $i$. The Coulomb interaction is $2\pi/q$ within a layer and $2\pi e^{-qd}/q$ between layers, so with $E=e^{-qd}$ and $w=\omega^2$,

$$Mv=wv,\qquad M=2\pi q\begin{pmatrix}n_1&n_1E\\ n_2E&n_2\end{pmatrix}.$$

The Lean code takes this matrix as its starting point; the fluid equations behind it are not formalised.

```lean
import Mathlib

open Filter Topology Matrix
open scoped Real

namespace BilayerPlasmon

noncomputable section
```

In `plasmonMatrix`, the type `Fin 2` labels the layers 0 and 1, and all entries are real.

```lean
/-- The matrix of squared frequencies for density oscillations of wavevector `q` in two
electron layers of densities `n₁`, `n₂` at distance `d` (atomic units). -/
def plasmonMatrix (n₁ n₂ d q : ℝ) : Matrix (Fin 2) (Fin 2) ℝ :=
  !![2 * π * q * n₁, 2 * π * q * n₁ * Real.exp (-(q * d));
     2 * π * q * n₂ * Real.exp (-(q * d)), 2 * π * q * n₂]
```

## Two squared frequencies

The roots of the secular equation involve

$$S=\sqrt{(n_1-n_2)^2+4n_1n_2E^2}.$$

```lean
/-- The splitting term produced by density mismatch and interlayer Coulomb coupling. -/
def splitting (n₁ n₂ d q : ℝ) : ℝ :=
  Real.sqrt ((n₁ - n₂) ^ 2 + 4 * n₁ * n₂ * Real.exp (-(q * d)) ^ 2)
```

The upper, optical root is $w_+=\pi q(n_1+n_2+S)$.

```lean
/-- The squared frequency of the upper (optical) plasmon. -/
def opticalSq (n₁ n₂ d q : ℝ) : ℝ := π * q * (n₁ + n₂ + splitting n₁ n₂ d q)
```

The lower, acoustic root is $w_-=\pi q(n_1+n_2-S)$.

```lean
/-- The squared frequency of the lower (acoustic) plasmon. -/
def acousticSq (n₁ n₂ d q : ℝ) : ℝ := π * q * (n₁ + n₂ - splitting n₁ n₂ d q)
```

Written out by rows, $Mv=wv$ is the pair of equations of motion

$$2\pi qn_1(v_0+Ev_1)=wv_0,\qquad 2\pi qn_2(Ev_0+v_1)=wv_1.$$

```lean
/-- The eigenvalue equation is the pair of coupled equations of motion of the two layers. -/
theorem equations_of_motion (n₁ n₂ d q w : ℝ) (v : Fin 2 → ℝ) :
    plasmonMatrix n₁ n₂ d q *ᵥ v = w • v ↔
      2 * π * q * n₁ * v 0 + 2 * π * q * n₁ * Real.exp (-(q * d)) * v 1 = w * v 0 ∧
      2 * π * q * n₂ * Real.exp (-(q * d)) * v 0 + 2 * π * q * n₂ * v 1 = w * v 1 := by
  rw [funext_iff, Fin.forall_fin_two]
  simp [plasmonMatrix, Matrix.mulVec, dotProduct, Fin.sum_univ_two]
```

For positive densities the radicand of $S$ is positive, so squaring $S$ returns it.

```lean
lemma splitting_sq {n₁ n₂ : ℝ} (h₁ : 0 < n₁) (h₂ : 0 < n₂) (d q : ℝ) :
    splitting n₁ n₂ d q ^ 2 =
      (n₁ - n₂) ^ 2 + 4 * n₁ * n₂ * Real.exp (-(q * d)) ^ 2 :=
  Real.sq_sqrt (by positivity)
```

Since $(n_1+n_2)^2-S^2=4n_1n_2(1-E^2)$, the secular determinant factorises:

$$(w-w_+)(w-w_-)=(2\pi qn_1-w)(2\pi qn_2-w)-(2\pi q)^2n_1n_2E^2.$$

Eliminating either amplitude from the equations of motion shows that this product times $v_0$, and likewise times $v_1$, is zero. A nonzero $v$ therefore forces $w=w_+$ or $w=w_-$. Conversely, for each root the vector $(2\pi qn_1E,\;w-2\pi qn_1)$ has a nonzero first component. It satisfies the first equation identically and the second because the determinant vanishes.

In the proof, `hchar` is the factorisation, `p0` and `p1` are the two eliminations, and `linear_combination` checks them with the multipliers written after it.

```lean
/-- The squared frequencies of the coupled layers are exactly the optical and the acoustic
one. -/
theorem eigenvalue_iff {n₁ n₂ q : ℝ} (h₁ : 0 < n₁) (h₂ : 0 < n₂) (hq : 0 < q) (d w : ℝ) :
    (∃ v : Fin 2 → ℝ, v ≠ 0 ∧ plasmonMatrix n₁ n₂ d q *ᵥ v = w • v) ↔
      w = opticalSq n₁ n₂ d q ∨ w = acousticSq n₁ n₂ d q := by
  -- the secular determinant factorises
  have hchar : (w - opticalSq n₁ n₂ d q) * (w - acousticSq n₁ n₂ d q) =
      (2 * π * q * n₁ - w) * (2 * π * q * n₂ - w)
        - (2 * π * q) ^ 2 * n₁ * n₂ * Real.exp (-(q * d)) ^ 2 := by
    unfold opticalSq acousticSq
    linear_combination (-(π ^ 2 * q ^ 2)) * splitting_sq h₁ h₂ d q
  constructor
  · rintro ⟨v, hv, h⟩
    obtain ⟨e0, e1⟩ := (equations_of_motion n₁ n₂ d q w v).1 h
    have p0 : ((w - opticalSq n₁ n₂ d q) * (w - acousticSq n₁ n₂ d q)) * v 0 = 0 := by
      rw [hchar]
      linear_combination (2 * π * q * n₂ - w) * e0
        - (2 * π * q * n₁ * Real.exp (-(q * d))) * e1
    have p1 : ((w - opticalSq n₁ n₂ d q) * (w - acousticSq n₁ n₂ d q)) * v 1 = 0 := by
      rw [hchar]
      linear_combination (2 * π * q * n₁ - w) * e1
        - (2 * π * q * n₂ * Real.exp (-(q * d))) * e0
    have hz : (w - opticalSq n₁ n₂ d q) * (w - acousticSq n₁ n₂ d q) = 0 := by
      by_contra hne
      apply hv
      ext i
      fin_cases i
      · exact (mul_eq_zero.mp p0).resolve_left hne
      · exact (mul_eq_zero.mp p1).resolve_left hne
    exact (mul_eq_zero.mp hz).imp sub_eq_zero.mp sub_eq_zero.mp
  · intro h
    have hz : (w - opticalSq n₁ n₂ d q) * (w - acousticSq n₁ n₂ d q) = 0 :=
      mul_eq_zero.mpr (h.imp sub_eq_zero.mpr sub_eq_zero.mpr)
    rw [hchar] at hz
    -- an explicit amplitude vector, read off from the first equation of motion
    refine ⟨![2 * π * q * n₁ * Real.exp (-(q * d)), w - 2 * π * q * n₁], ?_, ?_⟩
    · intro h0
      have hb : 0 < 2 * π * q * n₁ * Real.exp (-(q * d)) := by positivity
      exact hb.ne' (congrFun h0 0)
    · rw [equations_of_motion]
      simp only [Matrix.cons_val_zero, Matrix.cons_val_one]
      constructor
      · ring
      · linear_combination -hz
```

For $d>0$ we have $0<E<1$, hence

$$0<S^2=(n_1+n_2)^2-4n_1n_2(1-E^2)<(n_1+n_2)^2.$$

Thus $0<S<n_1+n_2$, which gives $0<w_-<w_+$.

```lean
/-- At positive separation both squared frequencies are positive, and the acoustic plasmon lies
below the optical one. -/
theorem modes_ordered {n₁ n₂ d q : ℝ} (h₁ : 0 < n₁) (h₂ : 0 < n₂) (hd : 0 < d) (hq : 0 < q) :
    0 < acousticSq n₁ n₂ d q ∧ acousticSq n₁ n₂ d q < opticalSq n₁ n₂ d q := by
  have hS : 0 < splitting n₁ n₂ d q := Real.sqrt_pos.2 (by positivity)
  have he : Real.exp (-(q * d)) < 1 := Real.exp_lt_one_iff.2 (neg_lt_zero.2 (mul_pos hq hd))
  have he2 : Real.exp (-(q * d)) ^ 2 < 1 := by nlinarith [Real.exp_pos (-(q * d))]
  have hlt : splitting n₁ n₂ d q < n₁ + n₂ := by
    refine lt_of_pow_lt_pow_left₀ 2 (by positivity) ?_
    rw [splitting_sq h₁ h₂]
    nlinarith [mul_pos (mul_pos h₁ h₂) (sub_pos.2 he2)]
  have hpq : 0 < π * q := mul_pos Real.pi_pos hq
  exact ⟨mul_pos hpq (sub_pos.2 hlt), mul_lt_mul_of_pos_left (by linarith) hpq⟩
```

## The long-wavelength limits

At $q=0$ we have $E=1$ and $S=n_1+n_2$. By continuity, $S\to n_1+n_2$ as $q\to0^+$, the one-sided limit that Lean writes `𝓝[>] 0`.

```lean
lemma splitting_tendsto {n₁ n₂ : ℝ} (h₁ : 0 < n₁) (h₂ : 0 < n₂) (d : ℝ) :
    Tendsto (splitting n₁ n₂ d) (𝓝[>] 0) (𝓝 (n₁ + n₂)) := by
  have hc : Continuous (splitting n₁ n₂ d) := by
    unfold splitting
    fun_prop
  have h0 : splitting n₁ n₂ d 0 = n₁ + n₂ := by
    unfold splitting
    rw [zero_mul, neg_zero, Real.exp_zero,
      show (n₁ - n₂) ^ 2 + 4 * n₁ * n₂ * 1 ^ 2 = (n₁ + n₂) ^ 2 by ring,
      Real.sqrt_sq (by positivity)]
  rw [← h0]
  exact (hc.tendsto 0).mono_left nhdsWithin_le_nhds
```

Dividing the optical root by $q$ gives

$$\frac{w_+}{q}=\pi(n_1+n_2+S)\longrightarrow2\pi(n_1+n_2).$$

```lean
/-- At long wavelength the squared optical frequency is linear in `q`, with a slope set by the
total density. -/
theorem opticalSq_limit {n₁ n₂ : ℝ} (h₁ : 0 < n₁) (h₂ : 0 < n₂) (d : ℝ) :
    Tendsto (fun q => opticalSq n₁ n₂ d q / q) (𝓝[>] 0) (𝓝 (2 * π * (n₁ + n₂))) := by
  have h := ((splitting_tendsto h₁ h₂ d).const_add (n₁ + n₂)).const_mul π
  rw [show π * (n₁ + n₂ + (n₁ + n₂)) = 2 * π * (n₁ + n₂) by ring] at h
  refine h.congr' ?_
  filter_upwards [self_mem_nhdsWithin] with q hq
  have hq0 : q ≠ 0 := ne_of_gt hq
  unfold opticalSq
  field_simp
```

In the acoustic root the leading terms cancel, so the difference is rationalised:

$$\frac{w_-}{q^2}=\frac{4\pi n_1n_2}{n_1+n_2+S}\,\frac{1-E^2}{q}.$$

The derivative of $E^2=e^{-2qd}$ at $q=0$ is $-2d$, so the last factor tends to $2d$ and

$$\frac{w_-}{q^2}\longrightarrow\frac{4\pi n_1n_2d}{n_1+n_2}.$$

Here `hder` is the derivative, `hs` the resulting quotient limit and `hr` the rationalisation.

```lean
/-- At long wavelength the squared acoustic frequency is quadratic in `q`, with a coefficient
proportional to the layer separation. -/
theorem acousticSq_limit {n₁ n₂ : ℝ} (h₁ : 0 < n₁) (h₂ : 0 < n₂) (d : ℝ) :
    Tendsto (fun q => acousticSq n₁ n₂ d q / q ^ 2) (𝓝[>] 0)
      (𝓝 (4 * π * n₁ * n₂ * d / (n₁ + n₂))) := by
  -- the slope of the squared interlayer factor exp(-qd) at q = 0
  have hder : HasDerivAt (fun q : ℝ => Real.exp (-(q * d)) ^ 2) (-(2 * d)) 0 := by
    have h := ((hasDerivAt_id' (0 : ℝ)).mul_const d).fun_neg
    exact (h.exp.fun_pow 2).congr_deriv (by simp)
  have hs : Tendsto (fun q : ℝ => (1 - Real.exp (-(q * d)) ^ 2) / q) (𝓝[>] 0)
      (𝓝 (2 * d)) := by
    have h := hder.tendsto_slope_zero_right.neg
    rw [neg_neg] at h
    refine h.congr fun q => ?_
    simp only [zero_add, zero_mul, neg_zero, Real.exp_zero, one_pow, smul_eq_mul]
    ring
  have h := (hs.const_mul (4 * π * n₁ * n₂)).div
    ((splitting_tendsto h₁ h₂ d).const_add (n₁ + n₂)) (by positivity)
  rw [show 4 * π * n₁ * n₂ * (2 * d) / (n₁ + n₂ + (n₁ + n₂))
    = 4 * π * n₁ * n₂ * d / (n₁ + n₂) by
      rw [div_eq_div_iff (by positivity) (by positivity)]; ring] at h
  refine h.congr' ?_
  filter_upwards [self_mem_nhdsWithin] with q hq
  have hq0 : q ≠ 0 := ne_of_gt hq
  have hS : 0 ≤ splitting n₁ n₂ d q := Real.sqrt_nonneg _
  have hne : n₁ + n₂ + splitting n₁ n₂ d q ≠ 0 := by positivity
  -- rationalise the difference that vanishes at q = 0
  have hr : n₁ + n₂ - splitting n₁ n₂ d q =
      4 * n₁ * n₂ * (1 - Real.exp (-(q * d)) ^ 2) / (n₁ + n₂ + splitting n₁ n₂ d q) := by
    rw [eq_div_iff hne]
    linear_combination -splitting_sq h₁ h₂ d q
  simp only [Pi.div_apply, acousticSq]
  rw [hr]
  field_simp
```

Continuity of the square root turns these into limits of frequencies:

$$\frac{\sqrt{w_+}}{\sqrt q}\to\sqrt{2\pi(n_1+n_2)},\qquad
\frac{\sqrt{w_-}}q\to\sqrt{\frac{4\pi n_1n_2d}{n_1+n_2}}.$$

The theorem also states that every eigenvalue is positive for $q>0$. This matters because Lean's real square root returns zero on negative numbers; here the roots are genuine frequencies.

```lean
/-- Two coupled electron layers have positive squared plasmon frequencies; as `q → 0+` the
optical frequency goes as `√q` and the acoustic one as `q`, with the stated coefficients. -/
theorem bilayer_plasmon_dispersion {n₁ n₂ d : ℝ} (h₁ : 0 < n₁) (h₂ : 0 < n₂) (hd : 0 < d) :
    (∀ q > 0, ∀ w : ℝ,
      (∃ v : Fin 2 → ℝ, v ≠ 0 ∧ plasmonMatrix n₁ n₂ d q *ᵥ v = w • v) → 0 < w) ∧
    Tendsto (fun q => √(opticalSq n₁ n₂ d q) / √q) (𝓝[>] 0) (𝓝 √(2 * π * (n₁ + n₂))) ∧
    Tendsto (fun q => √(acousticSq n₁ n₂ d q) / q) (𝓝[>] 0)
      (𝓝 √(4 * π * n₁ * n₂ * d / (n₁ + n₂))) := by
  refine ⟨fun q hq w hw => ?_, ?_, ?_⟩
  · obtain ⟨ha, hao⟩ := modes_ordered h₁ h₂ hd hq
    rcases (eigenvalue_iff h₁ h₂ hq d w).1 hw with h | h <;> rw [h]
    · exact ha.trans hao
    · exact ha
  · refine (opticalSq_limit h₁ h₂ d).sqrt.congr' ?_
    filter_upwards [self_mem_nhdsWithin] with q hq
    exact Real.sqrt_div' _ (le_of_lt hq)
  · refine (acousticSq_limit h₁ h₂ d).sqrt.congr' ?_
    filter_upwards [self_mem_nhdsWithin] with q hq
    rw [Real.sqrt_div' _ (sq_nonneg q), Real.sqrt_sq (le_of_lt hq)]
```

The acoustic coefficient depends on the neglect of pressure, since a pressure term would add to $\omega^2$ at the same order, $q^2$. The two limits can serve as a check on a numerical solution of this same pressureless, Coulomb-only model.

## Identical layers

Set $n_1=n_2=n$. Acting on $(1,1)$ and $(1,-1)$, the matrix gives

$$M\begin{pmatrix}1\\\pm1\end{pmatrix}=2\pi nq(1\pm E)\begin{pmatrix}1\\\pm1\end{pmatrix}.$$

The in-phase oscillation is optical and the out-of-phase one acoustic. The vectors are left unnormalised; dividing each by $\sqrt2$ gives unit length.

```lean
/-- For identical layers the in-phase and out-of-phase oscillations are eigenvectors, with
squared frequencies `2πnq(1 + exp(-qd))` and `2πnq(1 - exp(-qd))`. -/
theorem identical_layers_modes (n d q : ℝ) :
    plasmonMatrix n n d q *ᵥ ![1, 1]
      = (2 * π * n * q * (1 + Real.exp (-(q * d)))) • ![1, 1] ∧
    plasmonMatrix n n d q *ᵥ ![1, -1]
      = (2 * π * n * q * (1 - Real.exp (-(q * d)))) • ![1, -1] := by
  constructor <;> rw [equations_of_motion] <;>
    simp only [Matrix.cons_val_zero, Matrix.cons_val_one] <;> constructor <;> ring
```

Now $S=2nE$, so $w_\pm=2\pi nq(1\pm E)$, and the general limits reduce to

$$\frac{\sqrt{w_+}}{\sqrt q}\to\sqrt{4\pi n},\qquad \frac{\sqrt{w_-}}q\to\sqrt{2\pi nd}.$$

The proof substitutes these forms through `hS`, `ho` and `ha`, and takes positivity of $w_-$ from `modes_ordered`.

```lean
/-- For identical layers the out-of-phase squared frequency is positive, and the two plasmon
frequencies divided by `√q` and `q` tend to `√(4πn)` and `√(2πnd)` as `q → 0+`. -/
theorem identical_layers_dispersion {n d : ℝ} (hn : 0 < n) (hd : 0 < d) :
    (∀ q > 0, 0 < 2 * π * n * q * (1 - Real.exp (-(q * d)))) ∧
    Tendsto (fun q => √(2 * π * n * q * (1 + Real.exp (-(q * d)))) / √q) (𝓝[>] 0)
      (𝓝 √(4 * π * n)) ∧
    Tendsto (fun q => √(2 * π * n * q * (1 - Real.exp (-(q * d)))) / q) (𝓝[>] 0)
      (𝓝 √(2 * π * n * d)) := by
  have hS (q : ℝ) : splitting n n d q = 2 * n * Real.exp (-(q * d)) := by
    unfold splitting
    rw [show (n - n) ^ 2 + 4 * n * n * Real.exp (-(q * d)) ^ 2
      = (2 * n * Real.exp (-(q * d))) ^ 2 by ring, Real.sqrt_sq (by positivity)]
  have ho (q : ℝ) : opticalSq n n d q = 2 * π * n * q * (1 + Real.exp (-(q * d))) := by
    rw [opticalSq, hS]; ring
  have ha (q : ℝ) : acousticSq n n d q = 2 * π * n * q * (1 - Real.exp (-(q * d))) := by
    rw [acousticSq, hS]; ring
  obtain ⟨-, h2, h3⟩ := bilayer_plasmon_dispersion hn hn hd
  simp only [ho] at h2
  simp only [ha] at h3
  rw [show 2 * π * (n + n) = 4 * π * n by ring] at h2
  rw [show 4 * π * n * n * d / (n + n) = 2 * π * n * d by
    rw [div_eq_iff (by positivity)]; ring] at h3
  exact ⟨fun q hq => ha q ▸ (modes_ordered hn hn hd hq).1, h2, h3⟩

end

end BilayerPlasmon
```

```lean
#print axioms BilayerPlasmon.bilayer_plasmon_dispersion
#print axioms BilayerPlasmon.identical_layers_modes
#print axioms BilayerPlasmon.identical_layers_dispersion
```

```
'BilayerPlasmon.bilayer_plasmon_dispersion' depends on axioms: [propext, Classical.choice, Quot.sound]
'BilayerPlasmon.identical_layers_modes' depends on axioms: [propext, Classical.choice, Quot.sound]
'BilayerPlasmon.identical_layers_dispersion' depends on axioms: [propext, Classical.choice, Quot.sound]
```
